# Every pure state of three fermions on four spin-orbitals has one hole and an uncorrelated two-particle density matrix

Orbitals here are orthonormal spin-orbitals, each holding at most one fermion. Put one fermion in two orbitals, with amplitude ψ(0) = v_1, ψ(1) = −v_0 and |v_0|² + |v_1|² = 1. Its density matrix ψ(i) conj ψ(l) has entries

g(0,0) = |v_1|² = 1 − |v_0|², g(0,1) = −conj(v_0) v_1,

and in general g(i,l) = δ_il − conj(v_i) v_l. The state can be described by the orbital it leaves empty. With three fermions on four orbitals there is again one hole, and now one can ask whether the particles are correlated. They are not: any normalised superposition of the four determinants is itself a single determinant in rotated orbitals, and its one- and two-particle density matrices have the form that a single determinant gives.

## Amplitudes and density matrices

Orbitals are labelled 0 to 3 by `Fin 4`, and `δ` is the 4×4 identity matrix.

In Lean 4 with Mathlib:

```lean
import Mathlib

open scoped ComplexConjugate

namespace OneHoleStates

noncomputable section

local notation "δ" => (1 : Matrix (Fin 4) (Fin 4) ℂ)
```

The symbol ε is the sign of the product of all index differences, later minus earlier, so ε(0123) = +1 and a repeated index gives 0.

```lean
/-- The Levi-Civita symbol on four orbitals, as the sign of the product of index differences. -/
def eps (i j k l : Fin 4) : ℤ :=
  Int.sign (((j.val : ℤ) - i.val) * ((k.val : ℤ) - i.val) * ((l.val : ℤ) - i.val) *
    ((k.val : ℤ) - j.val) * ((l.val : ℤ) - j.val) * ((l.val : ℤ) - k.val))
```

An integer-valued delta serves for identities between signs.

```lean
/-- The Kronecker delta with integer values. -/
def kd (i j : Fin 4) : ℤ := if i = j then 1 else 0
```

Antisymmetry is required for the two neighbouring exchanges, which generate all the others.

```lean
/-- A three-particle amplitude is fermionic if it changes sign under exchange of neighbours. -/
def IsFermionic (ψ : Fin 4 → Fin 4 → Fin 4 → ℂ) : Prop :=
  ∀ i j k, ψ j i k = -ψ i j k ∧ ψ i k j = -ψ i j k
```

A vector v defines the amplitude

ψ(ijk) = Σ_l ε(ijkl) v_l / √6.

For v = (0,0,0,1) this is the determinant of orbitals 0, 1, 2, with components ±1/√6.

```lean
/-- The amplitude `∑ l, ε(ijkl) v_l / √6` built from a vector `v`. -/
def holeState (v : Fin 4 → ℂ) (i j k : Fin 4) : ℂ :=
  (∑ l, (eps i j k l : ℂ) * v l) / ((√6 : ℝ) : ℂ)
```

For normalised ψ, summed over all ordered triples, the one-particle matrix has trace 3. In second quantisation g(i,l) is ⟨a†_l a_i⟩, so the empty orbital has components conj(v_i), not v_i.

```lean
/-- The one-particle density matrix `3 ∑ jk, ψ(ijk) conj ψ(ljk)`. -/
def oneRDM (ψ : Fin 4 → Fin 4 → Fin 4 → ℂ) : Matrix (Fin 4) (Fin 4) ℂ :=
  Matrix.of fun i l => 3 * ∑ j, ∑ k, ψ i j k * conj (ψ l j k)
```

The two-particle matrix Γ(ij,lm) has trace 6, counting ordered pairs.

```lean
/-- The two-particle density matrix `6 ∑ k, ψ(ijk) conj ψ(lmk)`. -/
def twoRDM (ψ : Fin 4 → Fin 4 → Fin 4 → ℂ) (i j l m : Fin 4) : ℂ :=
  6 * ∑ k, ψ i j k * conj (ψ l m k)
```

## From two ε symbols to the density matrices

The sum Σ_k ε(ijkp) ε(lmkq) is antisymmetric in (i,j,p) and in (l,m,q). It is nonzero only if both triples consist of the same three distinct orbitals; then one k contributes, and the product is the sign of the permutation relating them. That is a 3×3 determinant of deltas, which `decide` checks for all index values.

```lean
/-- Two Levi-Civita symbols summed over one shared index give a determinant of deltas. -/
theorem eps_contraction : ∀ i j l m p q : Fin 4,
    ∑ k, eps i j k p * eps l m k q =
      kd i l * (kd j m * kd p q - kd j q * kd p m)
      - kd i m * (kd j l * kd p q - kd j q * kd p l)
      + kd i q * (kd j l * kd p m - kd j m * kd p l) := by
  decide +kernel
```

Insert this into Γ. The factor 6 cancels (1/√6)², and with S = Σ_p |v_p|² the deltas collapse the sums over p and q:

Γ(ij,lm) = (δ_il δ_jm − δ_im δ_jl) S − δ_il v_m conj(v_j) + δ_im v_l conj(v_j) + δ_jl v_m conj(v_i) − δ_jm v_l conj(v_i).

In the proof `hc` is the contraction over the complex numbers, and `hT` and `hS` collapse the sums.

```lean
/-- The two-particle density matrix of the amplitude built from any vector `v`. -/
theorem twoRDM_holeState (v : Fin 4 → ℂ) (i j l m : Fin 4) :
    twoRDM (holeState v) i j l m =
      (δ i l * δ j m - δ i m * δ j l) * (∑ p, v p * conj (v p))
      - δ i l * (v m * conj (v j)) + δ i m * (v l * conj (v j))
      + δ j l * (v m * conj (v i)) - δ j m * (v l * conj (v i)) := by
  have h6 : ((√6 : ℝ) : ℂ) * ((√6 : ℝ) : ℂ) = 6 := by
    rw [← Complex.ofReal_mul, Real.mul_self_sqrt (by norm_num)]
    norm_num
  have hk : ∀ a b, ((kd a b : ℤ) : ℂ) = δ a b := fun a b => by
    simp [kd, Matrix.one_apply]
  have hc : ∀ p q, ∑ k, (eps i j k p : ℂ) * (eps l m k q : ℂ) =
      δ i l * (δ j m * δ p q - δ j q * δ p m)
      - δ i m * (δ j l * δ p q - δ j q * δ p l)
      + δ i q * (δ j l * δ p m - δ j m * δ p l) := fun p q => by
    have h := congrArg (fun z : ℤ => (z : ℂ)) (eps_contraction i j l m p q)
    simpa only [Int.cast_sum, Int.cast_mul, Int.cast_add, Int.cast_sub, hk] using h
  have hT : ∑ p, ∑ q, δ p q * (v p * conj (v q)) = ∑ p, v p * conj (v p) := by
    refine Finset.sum_congr rfl fun p _ => ?_
    simp [Matrix.one_apply]
  have hS : ∀ x y, ∑ p, ∑ q, (δ p x * v p) * (δ y q * conj (v q)) = v x * conj (v y) := by
    intro x y
    rw [← Finset.sum_mul_sum]
    simp [Matrix.one_apply]
  calc twoRDM (holeState v) i j l m
      = ∑ k, (∑ p, (eps i j k p : ℂ) * v p) * (∑ q, (eps l m k q : ℂ) * conj (v q)) := by
        simp only [twoRDM, holeState, map_div₀, map_sum, map_mul, Complex.conj_ofReal,
          map_intCast, div_mul_div_comm, h6]
        rw [Finset.mul_sum]
        refine Finset.sum_congr rfl fun k _ => ?_
        ring
    _ = ∑ p, ∑ q, (∑ k, (eps i j k p : ℂ) * (eps l m k q : ℂ)) * (v p * conj (v q)) := by
        simp only [Finset.sum_mul_sum]
        rw [Finset.sum_comm]
        refine Finset.sum_congr rfl fun p _ => ?_
        rw [Finset.sum_comm]
        refine Finset.sum_congr rfl fun q _ => ?_
        rw [Finset.sum_mul]
        refine Finset.sum_congr rfl fun k _ => ?_
        ring
    _ = (δ i l * δ j m - δ i m * δ j l) * (∑ p, ∑ q, δ p q * (v p * conj (v q)))
        - δ i l * (∑ p, ∑ q, (δ p m * v p) * (δ j q * conj (v q)))
        + δ i m * (∑ p, ∑ q, (δ p l * v p) * (δ j q * conj (v q)))
        + δ j l * (∑ p, ∑ q, (δ p m * v p) * (δ i q * conj (v q)))
        - δ j m * (∑ p, ∑ q, (δ p l * v p) * (δ i q * conj (v q))) := by
        simp only [hc, Finset.mul_sum, ← Finset.sum_sub_distrib, ← Finset.sum_add_distrib]
        refine Finset.sum_congr rfl fun p _ => Finset.sum_congr rfl fun q _ => ?_
        ring
    _ = _ := by rw [hT]; simp only [hS]
```

Set l = i, m = j and sum:

6 Σ |ψ(ijk)|² = (16 − 4 − 4 + 1 + 1 − 4) S = 6S.

Hence ψ and v have equal norm.

```lean
/-- The amplitude built from `v` has the same norm as `v`. -/
theorem norm_holeState (v : Fin 4 → ℂ) :
    ∑ i, ∑ j, ∑ k, ‖holeState v i j k‖ ^ 2 = ∑ l, ‖v l‖ ^ 2 := by
  -- the full trace of the two-particle matrix is six times the squared norm
  have h : ∑ i, ∑ j, twoRDM (holeState v) i j i j = 6 * ∑ p, v p * conj (v p) := by
    simp only [twoRDM_holeState]
    obtain ⟨w, hw⟩ : ∃ w : Fin 4 → ℂ, ∀ i, conj (v i) = w i := ⟨_, fun _ => rfl⟩
    simp only [hw]
    simp [Fin.sum_univ_four, Matrix.one_apply]
    ring
  simp only [twoRDM, ← Finset.mul_sum, Complex.mul_conj, Complex.normSq_eq_norm_sq] at h
  have h' := mul_left_cancel₀ (by norm_num : (6 : ℂ) ≠ 0) h
  exact_mod_cast h'
```

Tracing out one particle of the pair, for S = 1,

g(i,l) = ½ Σ_j Γ(ij,lj) = ½ [(4 − 1 − 1) δ_il + (1 + 1 − 4) conj(v_i) v_l] = δ_il − conj(v_i) v_l.

```lean
/-- For a unit vector `v`, the one-particle density matrix of the amplitude built from `v`
is `δ_il - conj(v_i) v_l`. -/
theorem oneRDM_holeState (v : Fin 4 → ℂ) (hv : ∑ l, ‖v l‖ ^ 2 = 1) :
    oneRDM (holeState v) = 1 - Matrix.vecMulVec (fun i => conj (v i)) v := by
  have hv' : ∑ p, v p * conj (v p) = 1 := by
    simp only [Complex.mul_conj, Complex.normSq_eq_norm_sq]
    exact_mod_cast hv
  ext i l
  -- tracing out one particle of the pair
  have h : oneRDM (holeState v) i l = 1 / 2 * ∑ j, twoRDM (holeState v) i j l j := by
    simp only [oneRDM, twoRDM, Matrix.of_apply, ← Finset.mul_sum]
    ring
  rw [h, Matrix.sub_apply, Matrix.vecMulVec_apply]
  simp only [twoRDM_holeState]
  obtain ⟨w, hw⟩ : ∃ w : Fin 4 → ℂ, ∀ i, conj (v i) = w i := ⟨_, fun _ => rfl⟩
  simp only [hw] at hv' ⊢
  calc _ = δ i l * (∑ p, v p * w p) - w i * v l := by
        fin_cases i <;> fin_cases l <;>
          simp [Fin.sum_univ_four, Matrix.one_apply] <;> ring
    _ = _ := by rw [hv', mul_one]
```

## Every antisymmetric amplitude has this form

Exchanging neighbouring indices reverses the sign of ε, and therefore of ψ.

```lean
/-- The amplitude built from any vector `v` is fermionic. -/
theorem holeState_fermionic (v : Fin 4 → ℂ) : IsFermionic (holeState v) := by
  have h1 : ∀ i j k l, eps j i k l = -eps i j k l := by decide +kernel
  have h2 : ∀ i j k l, eps i k j l = -eps i j k l := by decide +kernel
  intro i j k
  constructor
  · simp only [holeState, h1 i j k, Int.cast_neg, neg_mul, Finset.sum_neg_distrib, neg_div]
  · simp only [holeState, h2 i j k, Int.cast_neg, neg_mul, Finset.sum_neg_distrib, neg_div]
```

An antisymmetric amplitude vanishes when an index repeats, since it equals its own negative. Exchanges carry every other component to one of (012), (013), (023), (123). If these four vanish, so does the amplitude.

```lean
/-- A fermionic amplitude whose four ordered components vanish is zero. -/
theorem fermionic_eq_zero (χ : Fin 4 → Fin 4 → Fin 4 → ℂ) (h : IsFermionic χ)
    (h3 : χ 0 1 2 = 0) (h2 : χ 0 1 3 = 0) (h1 : χ 0 2 3 = 0) (h0 : χ 1 2 3 = 0)
    (i j k : Fin 4) : χ i j k = 0 := by
  have s1 : ∀ a b c, χ a b c = 0 → χ b a c = 0 := fun a b c e => by rw [(h a b c).1, e, neg_zero]
  have s2 : ∀ a b c, χ a b c = 0 → χ a c b = 0 := fun a b c e => by rw [(h a b c).2, e, neg_zero]
  -- Pauli principle: no orbital is occupied twice
  have d1 : ∀ a c, χ a a c = 0 := fun a c => self_eq_neg.mp (h a a c).1
  have d2 : ∀ a c, χ c a a = 0 := fun a c => self_eq_neg.mp (h c a a).2
  have d3 : ∀ a c, χ a c a = 0 := fun a c => s2 _ _ _ (d1 a c)
  have perm : ∀ a b c, χ a b c = 0 → χ a b c = 0 ∧ χ b a c = 0 ∧ χ a c b = 0 ∧
      χ b c a = 0 ∧ χ c a b = 0 ∧ χ c b a = 0 := fun a b c e =>
    ⟨e, s1 _ _ _ e, s2 _ _ _ e, s2 _ _ _ (s1 _ _ _ e), s1 _ _ _ (s2 _ _ _ e),
      s1 _ _ _ (s2 _ _ _ (s1 _ _ _ e))⟩
  have p3 := perm _ _ _ h3
  have p2 := perm _ _ _ h2
  have p1 := perm _ _ _ h1
  have p0 := perm _ _ _ h0
  fin_cases i <;> fin_cases j <;> fin_cases k <;> simp [d1, d2, d3, p0, p1, p2, p3]
```

Given ψ, choose

v_0 = −√6 ψ(123), v_1 = √6 ψ(023), v_2 = −√6 ψ(013), v_3 = √6 ψ(012).

The difference between ψ and the amplitude built from v is antisymmetric with vanishing ordered components, so it is zero. Equality of norms makes v a unit vector.

```lean
/-- Every normalised fermionic amplitude of three particles on four orbitals is built from
a unit vector `v`. -/
theorem exists_hole (ψ : Fin 4 → Fin 4 → Fin 4 → ℂ) (hA : IsFermionic ψ)
    (hN : ∑ i, ∑ j, ∑ k, ‖ψ i j k‖ ^ 2 = 1) :
    ∃ v : Fin 4 → ℂ, ∑ l, ‖v l‖ ^ 2 = 1 ∧ ψ = holeState v := by
  have hs : ((√6 : ℝ) : ℂ) ≠ 0 :=
    Complex.ofReal_ne_zero.mpr (Real.sqrt_ne_zero'.mpr (by norm_num))
  have e3 : ∀ l, eps 0 1 2 l = if l = 3 then 1 else 0 := by decide +kernel
  have e2 : ∀ l, eps 0 1 3 l = if l = 2 then -1 else 0 := by decide +kernel
  have e1 : ∀ l, eps 0 2 3 l = if l = 1 then 1 else 0 := by decide +kernel
  have e0 : ∀ l, eps 1 2 3 l = if l = 0 then -1 else 0 := by decide +kernel
  -- read the hole amplitudes off the four ordered components
  let v : Fin 4 → ℂ := ![((√6 : ℝ) : ℂ) * -ψ 1 2 3, ((√6 : ℝ) : ℂ) * ψ 0 2 3,
    ((√6 : ℝ) : ℂ) * -ψ 0 1 3, ((√6 : ℝ) : ℂ) * ψ 0 1 2]
  have c3 : holeState v 0 1 2 = ψ 0 1 2 := by
    have h : holeState v 0 1 2 = v 3 / ((√6 : ℝ) : ℂ) := by simp [holeState, e3]
    rw [h]
    exact mul_div_cancel_left₀ _ hs
  have c2 : holeState v 0 1 3 = ψ 0 1 3 := by
    have h : holeState v 0 1 3 = -(v 2 / ((√6 : ℝ) : ℂ)) := by simp [holeState, e2, neg_div]
    rw [h]
    exact neg_eq_iff_eq_neg.mpr (mul_div_cancel_left₀ _ hs)
  have c1 : holeState v 0 2 3 = ψ 0 2 3 := by
    have h : holeState v 0 2 3 = v 1 / ((√6 : ℝ) : ℂ) := by simp [holeState, e1]
    rw [h]
    exact mul_div_cancel_left₀ _ hs
  have c0 : holeState v 1 2 3 = ψ 1 2 3 := by
    have h : holeState v 1 2 3 = -(v 0 / ((√6 : ℝ) : ℂ)) := by simp [holeState, e0, neg_div]
    rw [h]
    exact neg_eq_iff_eq_neg.mpr (mul_div_cancel_left₀ _ hs)
  have hd : IsFermionic (fun i j k => ψ i j k - holeState v i j k) := fun i j k => by
    have a := hA i j k
    have b := holeState_fermionic v i j k
    constructor
    · linear_combination a.1 - b.1
    · linear_combination a.2 - b.2
  have hψ : ψ = holeState v := by
    funext i j k
    exact sub_eq_zero.mp (fermionic_eq_zero _ hd (sub_eq_zero.mpr c3.symm)
      (sub_eq_zero.mpr c2.symm) (sub_eq_zero.mpr c1.symm) (sub_eq_zero.mpr c0.symm) i j k)
  refine ⟨v, ?_, hψ⟩
  rw [← norm_holeState, ← hψ, hN]
```

## Projector, factorisation and converse

Write P(i,l) = conj(v_i) v_l. Then

(P²)(i,l) = conj(v_i) (Σ_p |v_p|²) v_l = P(i,l),

g² = 1 − 2P + P² = 1 − P = g.

Hermiticity follows from the definition of g. The hypotheses `hA` and `hN` are antisymmetry and normalisation.

```lean
/-- Every normalised fermionic amplitude of three particles on four orbitals is
`∑ l, ε(ijkl) v_l / √6` for a unit vector `v`, and its one-particle density matrix is
`δ_il - conj(v_i) v_l`, a Hermitian projector. -/
theorem one_hole_projector (ψ : Fin 4 → Fin 4 → Fin 4 → ℂ) (hA : IsFermionic ψ)
    (hN : ∑ i, ∑ j, ∑ k, ‖ψ i j k‖ ^ 2 = 1) :
    (∃ v : Fin 4 → ℂ, ∑ l, ‖v l‖ ^ 2 = 1 ∧
      (∀ i j k, ψ i j k = (∑ l, (eps i j k l : ℂ) * v l) / ((√6 : ℝ) : ℂ)) ∧
      ∀ i l, oneRDM ψ i l = (if i = l then 1 else 0) - conj (v i) * v l) ∧
    (oneRDM ψ).IsHermitian ∧ oneRDM ψ * oneRDM ψ = oneRDM ψ := by
  obtain ⟨v, hv, rfl⟩ := exists_hole ψ hA hN
  have hg := oneRDM_holeState v hv
  refine ⟨⟨v, hv, fun _ _ _ => rfl, fun i l => ?_⟩, ?_, ?_⟩
  · rw [hg, Matrix.sub_apply, Matrix.vecMulVec_apply, Matrix.one_apply]
  · refine Matrix.IsHermitian.ext fun i l => ?_
    simp [oneRDM, mul_comm]
  · have hv' : ∑ p, v p * conj (v p) = 1 := by
      simp only [Complex.mul_conj, Complex.normSq_eq_norm_sq]
      exact_mod_cast hv
    -- the hole part is itself idempotent because `v` is a unit vector
    have hP : Matrix.vecMulVec (fun i => conj (v i)) v * Matrix.vecMulVec (fun i => conj (v i)) v
        = Matrix.vecMulVec (fun i => conj (v i)) v := by
      ext i l
      simp only [Matrix.mul_apply, Matrix.vecMulVec_apply]
      calc ∑ p, conj (v i) * v p * (conj (v p) * v l)
          = conj (v i) * v l * ∑ p, v p * conj (v p) := by
            rw [Finset.mul_sum]
            refine Finset.sum_congr rfl fun p _ => ?_
            ring
        _ = _ := by rw [hv', mul_one]
    rw [hg, sub_mul, one_mul, mul_sub, mul_one, hP, sub_self, sub_zero]
```

"Uncorrelated" means that Γ is the antisymmetrised product of one-particle matrices. Expanding g(i,l) g(j,m) − g(i,m) g(j,l) with g = 1 − P, the quartic terms are

P(i,l) P(j,m) − P(i,m) P(j,l) = 0,

because both products equal conj(v_i) conj(v_j) v_l v_m. What remains is Γ at S = 1. For a Hamiltonian with one- and two-body terms, the energy of a pure three-electron state in four spin-orbitals is therefore the Hartree–Fock energy expression evaluated with the state's own g. Replacing a real system's one-particle space by four orthonormal spin-orbitals is an approximation that the theorem takes as given.

```lean
/-- For a normalised fermionic amplitude of three particles on four orbitals, the two-particle
density matrix is the antisymmetrised product of one-particle density matrices. -/
theorem twoRDM_factorises (ψ : Fin 4 → Fin 4 → Fin 4 → ℂ) (hA : IsFermionic ψ)
    (hN : ∑ i, ∑ j, ∑ k, ‖ψ i j k‖ ^ 2 = 1) (i j l m : Fin 4) :
    twoRDM ψ i j l m = oneRDM ψ i l * oneRDM ψ j m - oneRDM ψ i m * oneRDM ψ j l := by
  obtain ⟨v, hv, rfl⟩ := exists_hole ψ hA hN
  have hv' : ∑ p, v p * conj (v p) = 1 := by
    simp only [Complex.mul_conj, Complex.normSq_eq_norm_sq]
    exact_mod_cast hv
  rw [twoRDM_holeState, oneRDM_holeState v hv, hv']
  simp only [Matrix.sub_apply, Matrix.vecMulVec_apply]
  ring
```

Conversely, each unit v gives an admissible ψ, so the pure-state matrices are exactly 1 − P. This is stricter than the Pauli bounds: four occupations of 3/4 respect those bounds and sum to 3, but the resulting diagonal matrix is not a projector and needs a mixed state.

```lean
/-- A matrix is the one-particle density matrix of a normalised fermionic amplitude of three
particles on four orbitals exactly when it is `δ_il - conj(v_i) v_l` for a unit vector `v`. -/
theorem pure_representable_iff (g : Matrix (Fin 4) (Fin 4) ℂ) :
    (∃ ψ, IsFermionic ψ ∧ ∑ i, ∑ j, ∑ k, ‖ψ i j k‖ ^ 2 = 1 ∧ oneRDM ψ = g) ↔
      ∃ v : Fin 4 → ℂ, ∑ l, ‖v l‖ ^ 2 = 1 ∧
        g = 1 - Matrix.vecMulVec (fun i => conj (v i)) v := by
  constructor
  · rintro ⟨ψ, hA, hN, rfl⟩
    obtain ⟨v, hv, rfl⟩ := exists_hole ψ hA hN
    exact ⟨v, hv, oneRDM_holeState v hv⟩
  · rintro ⟨v, hv, rfl⟩
    exact ⟨holeState v, holeState_fermionic v, (norm_holeState v).trans hv,
      oneRDM_holeState v hv⟩

end

end OneHoleStates
```

```lean
#print axioms OneHoleStates.one_hole_projector
#print axioms OneHoleStates.twoRDM_factorises
#print axioms OneHoleStates.pure_representable_iff
```

```
'OneHoleStates.one_hole_projector' depends on axioms: [propext, Classical.choice, Quot.sound]
'OneHoleStates.twoRDM_factorises' depends on axioms: [propext, Classical.choice, Quot.sound]
'OneHoleStates.pure_representable_iff' depends on axioms: [propext, Classical.choice, Quot.sound]
```
